# The third derivative of a Hermitian eigenvalue from the first-order response of its state

Take two levels at energies \(0\) and \(\Delta>0\), and add \(t\) times the real symmetric matrix with diagonal \(a,b\) and off-diagonal element \(g\). The lower eigenvalue \(E(t)\) satisfies \((E-ta)(E-\Delta-tb)=t^2g^2\), so

\[
E=ta-\frac{t^2g^2}{\Delta+tb-E}=ta-\frac{g^2}{\Delta}t^2+\frac{g^2(b-a)}{\Delta^2}t^3+O(t^4).
\]

To first order in \(t\), the lower state acquires the amplitude \(-tg/\Delta\) on the upper level. The cubic coefficient is the square of \(-g/\Delta\) times the difference \(b-a\) of the perturbation between the levels. The second-order change of the state is not needed. The problems below establish this for a general eigenpath.

## States, displacement and derivatives

If \(t\) is a nuclear displacement, \(E'''(0)\) is the contribution of one eigenstate to a cubic force constant, for a single displacement and a Hamiltonian that does not depend on the state; self-consistent Kohn–Sham theory needs more.

States live in a complex inner product space \(S\) of any dimension. The operators \(H,V,W,X\) are bounded, as in a finite basis; the kinetic energy in the continuum is not. The basis is taken to be orthonormal and independent of \(t\): functions that move with the nuclei would add derivatives of their overlap matrix. The Hamiltonian is

\[
H(t)=H+tV+t^2W+t^3X ,
\]

so \(W\) is half the second derivative of \(H(t)\) at \(t=0\), and \(X\) a sixth of the third.

In Lean 4 with Mathlib:

```lean
import Mathlib

noncomputable section

namespace CubicForceConstants
```

Write \(u_k\) and \(E_k\) for the \(k\)-th derivatives of the state \(u\) and the energy \(E\), without factorials. `Jet u u₁ u₂ u₃` says that these derivatives exist at every real \(t\). The existence of such a path is assumed, not derived.

```lean
/-- The functions `f₁`, `f₂`, `f₃` are the first, second and third derivatives of `f`
at every value of the real parameter. -/
structure Jet {F : Type*} [NormedAddCommGroup F] [NormedSpace ℝ F]
    (f f₁ f₂ f₃ : ℝ → F) : Prop where
  d1 : ∀ t, HasDerivAt f (f₁ t) t
  d2 : ∀ t, HasDerivAt f₁ (f₂ t) t
  d3 : ∀ t, HasDerivAt f₂ (f₃ t) t

variable {S : Type*} [NormedAddCommGroup S] [InnerProductSpace ℂ S]

/-- The Hamiltonian at displacement `t`, expanded to third order as
`H + t V + t² W + t³ X`, acting on a state `v`. -/
def hamiltonian (H V W X : S →L[ℂ] S) (t : ℝ) (v : S) : S :=
  H v + t • V v + t ^ 2 • W v + t ^ 3 • X v
```

Let \((x|y)=\operatorname{Re}\langle x,y\rangle\), which is `braket x y`. For Hermitian \(V\), \(\langle x,Vx\rangle\) is already real, so taking the real part loses nothing there.

```lean
/-- The real part of the inner product `⟨x, y⟩`, as a real-linear functional of `y`. -/
def braket (x : S) : S →ₗ[ℝ] ℝ where
  toFun y := (inner ℂ x y).re
  map_add' y z := by rw [inner_add_right, Complex.add_re]
  map_smul' r y := by
    rw [← Complex.coe_smul, inner_smul_right, Complex.re_ofReal_mul]
    rfl
```

## (a) Exchanging the two states

Show that \((x|y)=(y|x)\).

**Solution.** \(\langle x,y\rangle=\overline{\langle y,x\rangle}\), and conjugation leaves the real part unchanged.

```lean
/-- The real part of the inner product is symmetric in the two states. -/
theorem braket_comm (x y : S) : braket x y = braket y x := by
  change (inner ℂ x y).re = (inner ℂ y x).re
  rw [← inner_conj_symm x y, Complex.conj_re]
```

## (b) A state with itself

Show that \((x|x)=\|x\|^2\).

**Solution.** \(\langle x,x\rangle\) is real and equals \(\|x\|^2\) by the definition of the norm.

```lean
/-- The real part of the inner product of a state with itself is its squared norm. -/
theorem braket_self (x : S) : braket x x = ‖x‖ ^ 2 :=
  inner_self_eq_norm_sq (𝕜 := ℂ) x
```

## (c) Leibniz rule for a scalar, an operator and a state

For a real function \(p\) with derivatives \(p_k\) and a fixed bounded operator \(A\), find the first three derivatives of \(pAu\), ending with

\[
(pAu)'''=pAu_3+3p_1Au_2+3p_2Au_1+p_3Au .
\]

**Solution.** A bounded linear \(A\) passes through the limit of difference quotients, so \((Au)'=Au_1\). Hence

\[
\begin{aligned}
(pAu)'&=pAu_1+p_1Au,\\
(pAu)''&=pAu_2+2p_1Au_1+p_2Au,\\
(pAu)'''&=(pAu_3+p_1Au_2)+2(p_1Au_2+p_2Au_1)+(p_2Au_1+p_3Au).
\end{aligned}
\]

Collecting terms gives the claim. In the code `hA` is the first remark, and `module` collects the terms.

```lean
/-- Leibniz rule to third order for a scalar function times a fixed bounded operator
acting on a moving state. -/
theorem Jet.term {p p₁ p₂ p₃ : ℝ → ℝ} {u u₁ u₂ u₃ : ℝ → S}
    (hp : Jet p p₁ p₂ p₃) (hu : Jet u u₁ u₂ u₃) (A : S →L[ℂ] S) :
    Jet (fun t => p t • A (u t))
      (fun t => p t • A (u₁ t) + p₁ t • A (u t))
      (fun t => p t • A (u₂ t) + (2 : ℝ) • (p₁ t • A (u₁ t)) + p₂ t • A (u t))
      (fun t => p t • A (u₃ t) + (3 : ℝ) • (p₁ t • A (u₂ t))
        + (3 : ℝ) • (p₂ t • A (u₁ t)) + p₃ t • A (u t)) := by
  -- a fixed operator commutes with differentiation
  have hA : ∀ {f : ℝ → S} {f' : S} {t : ℝ}, HasDerivAt f f' t →
      HasDerivAt (fun s => A (f s)) (A f') t := fun {f f' t} h =>
    (A.restrictScalars ℝ).hasFDerivAt.comp_hasDerivAt t h
  refine ⟨fun t => ?_, fun t => ?_, fun t => ?_⟩
  · exact (hp.d1 t).smul (hA (hu.d1 t))
  · exact (((hp.d1 t).smul (hA (hu.d2 t))).add
      ((hp.d2 t).smul (hA (hu.d1 t)))).congr_deriv (by module)
  · exact ((((hp.d1 t).smul (hA (hu.d3 t))).add
      (((hp.d2 t).smul (hA (hu.d2 t))).const_smul (2 : ℝ))).add
      ((hp.d3 t).smul (hA (hu.d1 t)))).congr_deriv (by module)
```

## (d) Sums of paths

Show that \((f+g)^{(k)}=f^{(k)}+g^{(k)}\) for \(k=1,2,3\).

**Solution.** Apply the sum rule three times.

```lean
/-- Derivatives up to third order add. -/
theorem Jet.add {f f₁ f₂ f₃ g g₁ g₂ g₃ : ℝ → S}
    (hf : Jet f f₁ f₂ f₃) (hg : Jet g g₁ g₂ g₃) :
    Jet (fun t => f t + g t) (fun t => f₁ t + g₁ t)
      (fun t => f₂ t + g₂ t) (fun t => f₃ t + g₃ t) :=
  ⟨fun t => (hf.d1 t).add (hg.d1 t), fun t => (hf.d2 t).add (hg.d2 t),
    fun t => (hf.d3 t).add (hg.d3 t)⟩
```

## (e) Equal paths have equal derivatives

Show that if \(f(t)=g(t)\) for all \(t\), then \(f_k(t)=g_k(t)\) for \(k=1,2,3\).

**Solution.** A function has at most one derivative at a point, so \(f_1=g_1\) everywhere. The same argument applied to \(f_1\) and then to \(f_2\) gives the rest.

```lean
/-- Two paths that agree everywhere have the same first three derivatives. -/
theorem Jet.unique {f f₁ f₂ f₃ g g₁ g₂ g₃ : ℝ → S}
    (hf : Jet f f₁ f₂ f₃) (hg : Jet g g₁ g₂ g₃) (h : ∀ t, f t = g t) :
    (∀ t, f₁ t = g₁ t) ∧ (∀ t, f₂ t = g₂ t) ∧ (∀ t, f₃ t = g₃ t) := by
  obtain rfl : f = g := funext h
  obtain rfl : f₁ = g₁ := funext fun t => (hf.d1 t).unique (hg.d1 t)
  obtain rfl : f₂ = g₂ := funext fun t => (hf.d2 t).unique (hg.d2 t)
  exact ⟨fun _ => rfl, fun _ => rfl, fun t => (hf.d3 t).unique (hg.d3 t)⟩
```

## (f) The perturbation equations

Let \(H(t)u(t)=E(t)u(t)\) for all \(t\). Show that at \(t=0\)

\[
\begin{aligned}
Hu&=Eu,\\
Hu_1+Vu&=Eu_1+E_1u,\\
Hu_2+2Vu_1+2Wu&=Eu_2+2E_1u_1+E_2u,\\
Hu_3+3Vu_2+6Wu_1+6Xu&=Eu_3+3E_1u_2+3E_2u_1+E_3u.
\end{aligned}
\]

**Solution.** Apply (c) to each term on the left, with \(p=1,t,t^2,t^3\). At \(t=0\) the only nonzero values among these functions and their derivatives are \(1\), \(t'=1\), \((t^2)''=2\) and \((t^3)'''=6\). At third order the \(W\) term is therefore \(3\cdot2\,Wu_1\) and the \(X\) term \(6Xu\). The right side is (c) with \(p=E\) and \(A\) the identity. By (e) the two sides agree order by order.

The code calls the four powers `j0` to `j3`, and `simp` evaluates them at zero.

```lean
variable {H V W X : S →L[ℂ] S} {E E₁ E₂ E₃ : ℝ → ℝ} {u u₁ u₂ u₃ : ℝ → S}

/-- The perturbation equations of orders zero to three, obtained by differentiating
the eigenvalue equation along a three times differentiable eigenpath. -/
theorem perturbation_equations (hE : Jet E E₁ E₂ E₃) (hu : Jet u u₁ u₂ u₃)
    (heig : ∀ t, hamiltonian H V W X t (u t) = E t • u t) :
    H (u 0) = E 0 • u 0 ∧
    H (u₁ 0) + V (u 0) = E 0 • u₁ 0 + E₁ 0 • u 0 ∧
    H (u₂ 0) + (2 : ℝ) • V (u₁ 0) + (2 : ℝ) • W (u 0)
      = E 0 • u₂ 0 + (2 * E₁ 0) • u₁ 0 + E₂ 0 • u 0 ∧
    H (u₃ 0) + (3 : ℝ) • V (u₂ 0) + (6 : ℝ) • W (u₁ 0) + (6 : ℝ) • X (u 0)
      = E 0 • u₃ 0 + (3 * E₁ 0) • u₂ 0 + (3 * E₂ 0) • u₁ 0 + E₃ 0 • u 0 := by
  -- the powers of the displacement and their derivatives
  have j0 : Jet (fun _ : ℝ => (1 : ℝ)) (fun _ => 0) (fun _ => 0) (fun _ => 0) :=
    ⟨fun t => hasDerivAt_const t _, fun t => hasDerivAt_const t _,
      fun t => hasDerivAt_const t _⟩
  have j1 : Jet (fun t : ℝ => t) (fun _ => 1) (fun _ => 0) (fun _ => 0) :=
    ⟨fun t => hasDerivAt_id' t, fun t => hasDerivAt_const t _,
      fun t => hasDerivAt_const t _⟩
  have j2 : Jet (fun t : ℝ => t ^ 2) (fun t => 2 * t) (fun _ => 2) (fun _ => 0) :=
    ⟨fun t => (hasDerivAt_pow 2 t).congr_deriv (by norm_num),
      fun t => ((hasDerivAt_id' t).const_mul 2).congr_deriv (by norm_num),
      fun t => hasDerivAt_const t _⟩
  have j3 : Jet (fun t : ℝ => t ^ 3) (fun t => 3 * t ^ 2) (fun t => 6 * t) (fun _ => 6) :=
    ⟨fun t => (hasDerivAt_pow 3 t).congr_deriv (by norm_num),
      fun t => ((hasDerivAt_pow 2 t).const_mul 3).congr_deriv (by norm_num; ring),
      fun t => ((hasDerivAt_id' t).const_mul 6).congr_deriv (by norm_num)⟩
  -- differentiate both sides of the eigenvalue equation
  obtain ⟨e1, e2, e3⟩ := Jet.unique
    ((((j0.term hu H).add (j1.term hu V)).add (j2.term hu W)).add (j3.term hu X))
    (hE.term hu (ContinuousLinearMap.id ℂ S))
    (fun t => by simpa [hamiltonian] using heig t)
  have q0 := heig 0
  have q1 := e1 0
  have q2 := e2 0
  have q3 := e3 0
  simp [hamiltonian] at q0 q1 q2 q3
  refine ⟨q0, ?_, ?_, ?_⟩
  · linear_combination (norm := module) q1
  · linear_combination (norm := module) q2
  · linear_combination (norm := module) q3
```

## (g) Eliminating the higher responses

Let \(H,V,W\) be Hermitian. Without fixing the norm of \(u\), show that at \(t=0\)

\[
\|u\|^2E_3=6\big[(u_1|Vu_1)-E_1\|u_1\|^2+2(u_1|Wu)+(u|Xu)\big]-6E_2(u|u_1).
\]

**Solution.** Pair the equation of order \(n\) with \(u_{3-n}\), where \(u_0=u\):

\[
\begin{aligned}
P_0:\;&(u_3|Hu)=E(u_3|u),\\
P_1:\;&(u_2|Hu_1)+(u_2|Vu)=E(u_2|u_1)+E_1(u_2|u),\\
P_2:\;&(u_1|Hu_2)+2(u_1|Vu_1)+2(u_1|Wu)\\
&\quad=E(u_1|u_2)+2E_1\|u_1\|^2+E_2(u_1|u),\\
P_3:\;&(u|Hu_3)+3(u|Vu_2)+6(u|Wu_1)+6(u|Xu)\\
&\quad=E(u|u_3)+3E_1(u|u_2)+3E_2(u|u_1)+E_3\|u\|^2.
\end{aligned}
\]

Form \(P_3-P_0-3P_1+3P_2\). Since \((x|Ay)=(y|Ax)\) for Hermitian \(A\), every term with \(u_2\) or \(u_3\) cancels, leaving

\[
6(u_1|Vu_1)+12(u_1|Wu)+6(u|Xu)=E_3\|u\|^2+6E_1\|u_1\|^2+6E_2(u|u_1),
\]

which rearranges to the claim.

```lean
/-- Third energy derivative for an eigenpath of arbitrary normalisation, with `H`, `V`, `W`
Hermitian: the second and third derivatives of the state do not appear. -/
theorem third_derivative_unnormalised
    (hH : (H : S →ₗ[ℂ] S).IsSymmetric) (hV : (V : S →ₗ[ℂ] S).IsSymmetric)
    (hW : (W : S →ₗ[ℂ] S).IsSymmetric) (hE : Jet E E₁ E₂ E₃) (hu : Jet u u₁ u₂ u₃)
    (heig : ∀ t, hamiltonian H V W X t (u t) = E t • u t) :
    ‖u 0‖ ^ 2 * E₃ 0 = 6 * (braket (u₁ 0) (V (u₁ 0)) - E₁ 0 * ‖u₁ 0‖ ^ 2
      + 2 * braket (u₁ 0) (W (u 0)) + braket (u 0) (X (u 0)))
      - 6 * E₂ 0 * braket (u 0) (u₁ 0) := by
  obtain ⟨q0, q1, q2, q3⟩ := perturbation_equations hE hu heig
  have sym : ∀ A : S →L[ℂ] S, (A : S →ₗ[ℂ] S).IsSymmetric →
      ∀ x y, braket x (A y) = braket y (A x) := fun A hA x y => by
    rw [braket_comm x (A y)]
    exact congrArg Complex.re (hA y x)
  -- pair order n with the derivative of order 3 - n
  have p0 := congrArg (braket (u₃ 0)) q0
  have p1 := congrArg (braket (u₂ 0)) q1
  have p2 := congrArg (braket (u₁ 0)) q2
  have p3 := congrArg (braket (u 0)) q3
  simp only [map_add, map_smul, smul_eq_mul] at p0 p1 p2 p3
  -- Hermiticity makes the higher responses cancel
  rw [sym H hH (u 0) (u₃ 0), sym V hV (u 0) (u₂ 0), sym W hW (u 0) (u₁ 0),
    braket_comm (u 0) (u₃ 0), braket_comm (u 0) (u₂ 0)] at p3
  rw [sym H hH (u₁ 0) (u₂ 0), braket_comm (u₁ 0) (u₂ 0),
    braket_comm (u₁ 0) (u 0)] at p2
  rw [← braket_self, ← braket_self]
  linear_combination (-1) * p3 + p0 + 3 * p1 - 3 * p2
```

The last line, `linear_combination (-1) * p3 + p0 + 3 * p1 - 3 * p2`, is this combination with the opposite sign, because the goal has \(E_3\) on the left. The tactic subtracts the weighted equations from the goal and asks `ring` to confirm that nothing remains. To `ring`, \((u|Hu_3)\) and \((u_3|Hu)\) are unrelated symbols. The preceding `rw` steps with `sym` identify them, and that is where Hermiticity enters; the rest is bookkeeping of coefficients.

## (h) Normalised states

Let also \(\|u(t)\|=1\) for all \(t\). Show that at \(t=0\)

\[
E_3=6\big[(u_1|Vu_1)-E_1\|u_1\|^2+2(u_1|Wu)+(u|Xu)\big].
\]

**Solution.** Differentiating \(\langle u,u\rangle=1\) gives \(\langle u,u_1\rangle+\langle u_1,u\rangle=0\), hence \(2(u|u_1)=0\). Put this and \(\|u\|=1\) into (g). The imaginary part of \(\langle u,u_1\rangle\), which depends on the choice of phase, remains free.

```lean
/-- Third energy derivative along a normalised eigenpath of `H + t V + t² W + t³ X`, with `H`, `V`,
`W` Hermitian: the state enters only through `u(0)` and its first-order response. -/
theorem cubic_force_constant
    (hH : (H : S →ₗ[ℂ] S).IsSymmetric) (hV : (V : S →ₗ[ℂ] S).IsSymmetric)
    (hW : (W : S →ₗ[ℂ] S).IsSymmetric) (hE : Jet E E₁ E₂ E₃) (hu : Jet u u₁ u₂ u₃)
    (heig : ∀ t, hamiltonian H V W X t (u t) = E t • u t) (hn : ∀ t, ‖u t‖ = 1) :
    E₃ 0 = 6 * (braket (u₁ 0) (V (u₁ 0)) - E₁ 0 * ‖u₁ 0‖ ^ 2
      + 2 * braket (u₁ 0) (W (u 0)) + braket (u 0) (X (u 0))) := by
  -- constant norm: the response has no real component along the state
  have hd := HasDerivAt.inner ℂ (hu.d1 0) (hu.d1 0)
  have hc : (fun t => inner ℂ (u t) (u t)) = fun _ => (1 : ℂ) := by
    funext t
    rw [inner_self_eq_norm_sq_to_K, hn t]
    simp
  rw [hc] at hd
  have hz := congrArg Complex.re (hd.unique (hasDerivAt_const (0 : ℝ) (1 : ℂ)))
  rw [Complex.add_re, Complex.zero_re] at hz
  have hs : braket (u 0) (u₁ 0) + braket (u₁ 0) (u 0) = 0 := hz
  rw [braket_comm (u₁ 0) (u 0)] at hs
  have h0 : braket (u 0) (u₁ 0) = 0 := by linarith
  have h := third_derivative_unnormalised hH hV hW hE hu heig
  rw [hn 0, h0] at h
  linarith
```

Normalisation at \(t=0\) alone is not enough. Take \(S=\mathbb C\), \(H=V=X=0\), \(W=1\) and \(u(t)=e^t\). Then \(E=t^2\) and \(E_3=0\), but the right side is \(6\cdot2=12\). The term \(-6E_2(u|u_1)=-12\) in (g) makes up the difference.

## (i) A perturbation linear in the displacement

Let \(W=X=0\), with the other assumptions of (h). Show that

\[
E'''(0)=6\big(\langle u_1,Vu_1\rangle-E'(0)\|u_1\|^2\big),\qquad u_1=u'(0).
\]

**Solution.** The last two terms in (h) vanish. The zero operator is Hermitian, so (h) applies.

```lean
/-- For a normalised eigenpath of `H + t V`, with `H` and `V` Hermitian,
`E'''(0) = 6 (⟨u₁, V u₁⟩ - E'(0) ‖u₁‖²)` with `u₁ = u'(0)`. -/
theorem cubic_force_constant_linear
    (hH : (H : S →ₗ[ℂ] S).IsSymmetric) (hV : (V : S →ₗ[ℂ] S).IsSymmetric)
    (hE : Jet E E₁ E₂ E₃) (hu : Jet u u₁ u₂ u₃)
    (heig : ∀ t, H (u t) + t • V (u t) = E t • u t) (hn : ∀ t, ‖u t‖ = 1) :
    E₃ 0 = 6 * (braket (u₁ 0) (V (u₁ 0)) - E₁ 0 * ‖u₁ 0‖ ^ 2) := by
  have h := cubic_force_constant (W := 0) (X := 0) hH hV (fun x y => by simp) hE hu
    (fun t => by simp [hamiltonian, heig t]) hn
  simpa using h
```

## (j) One Sternheimer equation

In the setting of (i), let the level \(E(0)\) be nondegenerate and choose the phase so that \(\langle u,u_1\rangle=0\) at \(t=0\). Let \(w\) satisfy

\[
(H-E)w=-(V-E_1)u,\qquad \langle u,w\rangle=0 .
\]

Show that \(E_3=6\big(\langle w,Vw\rangle-E_1\|w\|^2\big)\).

**Solution.** By the first-order equation in (f), \(u_1\) solves the same linear equation. So \(d=w-u_1\) satisfies \(Hd=Ed\), and nondegeneracy (`hnd`) gives \(d=cu\) for some complex \(c\). Then \(\langle d,d\rangle=\bar c\,\langle u,w-u_1\rangle=0\), so \(w=u_1\), and (i) finishes.

For the two levels of the opening, \(w\) has the single component \(-g/\Delta\) on the upper level and \(E_1=a\). This gives \(E_3=6g^2(b-a)/\Delta^2\), six times the cubic coefficient found there.

```lean
/-- Let the level `E(0)` be nondegenerate and `u'(0)` orthogonal to `u(0)`. Then any solution `w` of
the Sternheimer equation orthogonal to `u(0)` gives `E'''(0) = 6 (⟨w, V w⟩ - E'(0) ‖w‖²)` for a
normalised eigenpath of `H + t V`, with `H` and `V` Hermitian. -/
theorem cubic_force_constant_sternheimer
    (hH : (H : S →ₗ[ℂ] S).IsSymmetric) (hV : (V : S →ₗ[ℂ] S).IsSymmetric)
    (hE : Jet E E₁ E₂ E₃) (hu : Jet u u₁ u₂ u₃)
    (heig : ∀ t, H (u t) + t • V (u t) = E t • u t) (hn : ∀ t, ‖u t‖ = 1)
    (hg : inner ℂ (u 0) (u₁ 0) = 0)
    (hnd : ∀ z, H z = E 0 • z → ∃ c : ℂ, z = c • u 0)
    (w : S) (hw : H w - E 0 • w = -(V (u 0) - E₁ 0 • u 0))
    (hw0 : inner ℂ (u 0) w = 0) :
    E₃ 0 = 6 * (braket w (V w) - E₁ 0 * ‖w‖ ^ 2) := by
  obtain ⟨-, q1, -, -⟩ := perturbation_equations (H := H) (V := V) (W := 0) (X := 0)
    hE hu (fun t => by simp [hamiltonian, heig t])
  -- the difference of two solutions lies in the level and is orthogonal to it
  obtain ⟨c, hc⟩ := hnd (w - u₁ 0) (by
    rw [map_sub]
    linear_combination (norm := module) hw - q1)
  have h0 : inner ℂ (w - u₁ 0) (w - u₁ 0) = 0 := by
    nth_rewrite 1 [hc]
    rw [inner_smul_left, inner_sub_right, hw0, hg, sub_zero, mul_zero]
  have hwu : w = u₁ 0 := sub_eq_zero.mp (inner_self_eq_zero.mp h0)
  rw [hwu]
  exact cubic_force_constant_linear hH hV hE hu heig hn

end CubicForceConstants
```

```lean
#print axioms CubicForceConstants.cubic_force_constant
-- 'CubicForceConstants.cubic_force_constant' depends on axioms: [propext, Classical.choice, Quot.sound]
#print axioms CubicForceConstants.cubic_force_constant_sternheimer
-- 'CubicForceConstants.cubic_force_constant_sternheimer' depends on axioms: [propext, Classical.choice, Quot.sound]
```
